# Purity loss rate of a finite-dimensional Lindblad equation with Hermitian jump operators

In a simulation of dephasing, a density matrix ρ is propagated in time steps and its purity tr ρ² is recorded. The slope of that record can be computed from the current ρ and the jump operators, without taking another step, and then compared with the finite difference. The parts below derive this slope for finite-dimensional systems whose jump operators are all Hermitian.

## The master equation and its matrices

With ℏ = 1, Hamiltonian H and jump operators L_k, the state obeys dρ/dt = G(ρ), where

G(ρ) = −i[H,ρ] + Σ_k ( L_k ρ L_k − ½(L_k²ρ + ρL_k²) ).

A Hermitian L_k stands for an observable that couples to white noise or is measured continuously with the record discarded. The square root of the corresponding rate is absorbed into L_k.

Operators are complex matrices, `Matrix n n ℂ`. The type `n` labels the basis states and `κ` labels the jump operators; both are finite.

```lean
import Mathlib

open Matrix
open scoped ComplexOrder

namespace PurityDecay

noncomputable section

variable {n κ : Type*} [Fintype n] [Fintype κ]
```

The function `generator` is G, with the commutator written out.

```lean
/-- The generator `-i[H,ρ] + ∑ (L_k ρ L_k - (L_k² ρ + ρ L_k²)/2)` of the master equation. -/
def generator (H : Matrix n n ℂ) (L : κ → Matrix n n ℂ) (ρ : Matrix n n ℂ) : Matrix n n ℂ :=
  (-Complex.I) • (H * ρ - ρ * H) +
    ∑ k, (L k * ρ * L k - (1 / 2 : ℂ) • (L k * L k * ρ + ρ * (L k * L k)))
```

The squared Frobenius norm, written ‖A‖² below, is a real number defined by the matrix entries.

```lean
/-- The squared Frobenius norm, the sum of the squared moduli of all entries. -/
def frobeniusSq (A : Matrix n n ℂ) : ℝ := ∑ i, ∑ j, ‖A i j‖ ^ 2
```

The purity is defined as a real part, which for Hermitian ρ is all of tr ρ².

```lean
/-- The purity, the real part of `tr ρ²`. -/
def purity (ρ : Matrix n n ℂ) : ℝ := (trace (ρ * ρ)).re
```

The variance Var(A) = tr(ρA²) − tr(ρA)² is also formed with real parts. For Hermitian ρ and A the real parts lose nothing, and if ρ is a density matrix, with unit trace and no negative eigenvalue, this is the textbook variance.

```lean
/-- The variance `tr(ρ A²) - tr(ρ A)²` of `A` in the state `ρ`, formed with real parts. -/
def variance (ρ A : Matrix n n ℂ) : ℝ := (trace (ρ * (A * A))).re - (trace (ρ * A)).re ^ 2
```

A pure state enters as the matrix P = |ψ⟩⟨ψ|, with entries P_ij = ψ_i ψ_j*. The definition itself does not normalise ψ.

```lean
/-- The matrix `|ψ⟩⟨ψ|` of a state vector `ψ`. -/
def pureState (ψ : n → ℂ) : Matrix n n ℂ := vecMulVec ψ (star ψ)
```

## (a) The Frobenius norm as a trace

**Task.** Show that every square matrix A satisfies

tr(A†A) = Σ_i Σ_j |A_ij|².

**Solution.** The diagonal entries of the product are

(A†A)_jj = Σ_i A_ij* A_ij = Σ_i |A_ij|².

Summing over j and exchanging the two sums gives the result. In Lean, `Finset.sum_comm` makes the exchange and `Complex.conj_mul'` supplies z*z = |z|². The right-hand side is the real number `frobeniusSq A`, read as a complex one.

```lean
/-- The squared Frobenius norm of `A` is the trace of `A† A`. -/
theorem trace_conjTranspose_mul_self_eq (A : Matrix n n ℂ) :
    trace (Aᴴ * A) = (frobeniusSq A : ℂ) := by
  simp only [frobeniusSq, Matrix.trace, Matrix.diag_apply, Matrix.mul_apply,
    Matrix.conjTranspose_apply]
  push_cast
  rw [Finset.sum_comm]
  exact Finset.sum_congr rfl fun i _ => Finset.sum_congr rfl fun j _ => Complex.conj_mul' _
```

## (b) The norm of a commutator

**Task.** For Hermitian ρ and L, show that

‖[L,ρ]‖² = 2 tr(ρ²L²) − 2 tr(ρLρL).

**Solution.** Hermiticity gives (Lρ − ρL)† = ρL − Lρ. Multiplying out,

(ρL − Lρ)(Lρ − ρL) = ρL²ρ − ρLρL − LρLρ + Lρ²L.

Under the trace, the first and last terms both become tr(ρ²L²) by cyclicity, and the middle two both become tr(ρLρL). Part (a) identifies the trace of the left-hand side with the norm.

The proof has the same steps: `hstar` is the adjoint, `hexp` the expansion, and `h1` to `h3` the cyclic moves.

```lean
/-- For Hermitian `ρ` and `L`, the squared Frobenius norm of `[L,ρ]` is
`2 tr(ρ² L²) - 2 tr(ρ L ρ L)`. -/
theorem frobeniusSq_commutator {ρ L : Matrix n n ℂ} (hρ : ρ.IsHermitian) (hL : L.IsHermitian) :
    (frobeniusSq (L * ρ - ρ * L) : ℂ) =
      2 * trace (ρ * ρ * (L * L)) - 2 * trace (ρ * L * ρ * L) := by
  have hstar : (L * ρ - ρ * L)ᴴ = ρ * L - L * ρ := by
    rw [Matrix.conjTranspose_sub, Matrix.conjTranspose_mul, Matrix.conjTranspose_mul,
      hρ.eq, hL.eq]
  have hexp : (ρ * L - L * ρ) * (L * ρ - ρ * L) =
      ρ * L * L * ρ - ρ * L * ρ * L - L * ρ * L * ρ + L * (ρ * ρ * L) := by noncomm_ring
  -- cyclicity of the trace leaves two distinct terms
  have h1 : trace (ρ * L * L * ρ) = trace (ρ * ρ * (L * L)) := by
    rw [Matrix.trace_mul_comm (ρ * L * L) ρ]
    simp only [mul_assoc]
  have h2 : trace (L * ρ * L * ρ) = trace (ρ * L * ρ * L) := by
    rw [Matrix.trace_mul_comm (L * ρ * L) ρ]
    simp only [mul_assoc]
  have h3 : trace (L * (ρ * ρ * L)) = trace (ρ * ρ * (L * L)) := by
    rw [Matrix.trace_mul_comm L (ρ * ρ * L)]
    simp only [mul_assoc]
  rw [← trace_conjTranspose_mul_self_eq, hstar, hexp, Matrix.trace_add, Matrix.trace_sub,
    Matrix.trace_sub, h1, h2, h3]
  ring
```

## (c) The purity rate

**Task.** For Hermitian ρ and L_k, show that

2 tr(ρG(ρ)) = −Σ_k ‖[L_k,ρ]‖².

**Solution.** The Hamiltonian part vanishes by cyclicity:

tr(ρ[H,ρ]) = tr(ρHρ) − tr(ρ²H) = 0.

The term with jump operator L_k contributes

2 tr(ρL_kρL_k) − tr(ρL_k²ρ) − tr(ρ²L_k²) = 2 tr(ρL_kρL_k) − 2 tr(ρ²L_k²),

which is −‖[L_k,ρ]‖² by (b). Summing over k finishes the derivation.

In the proof, `hU` is the Hamiltonian step and `hD` the step for one jump operator. The theorem takes any matrix `H`, Hermitian or not, and needs neither unit trace nor positivity of ρ. Its left-hand side is a complex number, so the equation also says that this number is real.

```lean
/-- For Hermitian `ρ` and `L_k` and any matrix `H`, the purity rate `2 tr(ρ G(ρ))` is minus the
sum of the squared Frobenius norms of the commutators `[L_k,ρ]`. -/
theorem purity_rate (H : Matrix n n ℂ) {L : κ → Matrix n n ℂ} {ρ : Matrix n n ℂ}
    (hρ : ρ.IsHermitian) (hL : ∀ k, (L k).IsHermitian) :
    2 * trace (ρ * generator H L ρ) =
      -((∑ k, frobeniusSq (L k * ρ - ρ * L k) : ℝ) : ℂ) := by
  -- the Hamiltonian part does not change the purity
  have hU : trace (ρ * (H * ρ - ρ * H)) = 0 := by
    rw [mul_sub, Matrix.trace_sub, ← mul_assoc, Matrix.trace_mul_comm (ρ * H) ρ, sub_self]
  -- each jump operator contributes minus the squared norm of its commutator with `ρ`
  have hD : ∀ k, 2 * trace (ρ * (L k * ρ * L k -
      (1 / 2 : ℂ) • (L k * L k * ρ + ρ * (L k * L k)))) =
      -(frobeniusSq (L k * ρ - ρ * L k) : ℂ) := by
    intro k
    have e1 : trace (ρ * (L k * L k * ρ)) = trace (ρ * ρ * (L k * L k)) := by
      rw [Matrix.trace_mul_comm, mul_assoc (L k * L k), Matrix.trace_mul_comm]
    have e2 : trace (ρ * (L k * ρ * L k)) = trace (ρ * L k * ρ * L k) := by
      simp only [mul_assoc]
    have e3 : trace (ρ * (ρ * (L k * L k))) = trace (ρ * ρ * (L k * L k)) := by
      simp only [mul_assoc]
    rw [frobeniusSq_commutator hρ (hL k), Matrix.mul_sub, Matrix.mul_smul, Matrix.mul_add,
      Matrix.trace_sub, Matrix.trace_smul, Matrix.trace_add, e1, e2, e3, smul_eq_mul]
    ring
  rw [generator, Matrix.mul_add, Matrix.trace_add, Matrix.mul_smul, Matrix.trace_smul, hU,
    smul_zero, zero_add, Finset.mul_sum, Matrix.trace_sum, Finset.mul_sum]
  push_cast
  rw [← Finset.sum_neg_distrib]
  exact Finset.sum_congr rfl fun k _ => hD k
```

## (d) States with zero rate

**Task.** Under the same hypotheses, show that

2 tr(ρG(ρ)) = 0 if and only if L_kρ = ρL_k for every k.

**Solution.** By (c) the rate is minus a sum of non-negative terms, so it vanishes exactly when each term does. A sum of squared moduli is zero only if every entry is zero, which means [L_k,ρ] = 0. Conversely, vanishing commutators have zero norm.

Lean splits the sum with `Finset.sum_eq_zero_iff_of_nonneg`. It then uses (a) and the Mathlib fact that tr(A†A) = 0 forces A = 0. The statement concerns a single ρ: at a later time H may have rotated the state so that it no longer commutes with the L_k.

```lean
/-- For Hermitian `ρ` and `L_k`, the purity rate vanishes if and only if every `L_k` commutes
with `ρ`. -/
theorem purity_rate_eq_zero_iff (H : Matrix n n ℂ) {L : κ → Matrix n n ℂ} {ρ : Matrix n n ℂ}
    (hρ : ρ.IsHermitian) (hL : ∀ k, (L k).IsHermitian) :
    2 * trace (ρ * generator H L ρ) = 0 ↔ ∀ k, L k * ρ = ρ * L k := by
  have hnn : ∀ A : Matrix n n ℂ, 0 ≤ frobeniusSq A := fun A => by
    unfold frobeniusSq
    positivity
  rw [purity_rate H hρ hL, neg_eq_zero, Complex.ofReal_eq_zero,
    Finset.sum_eq_zero_iff_of_nonneg fun k _ => hnn _]
  constructor
  · intro h k
    have hk := h k (Finset.mem_univ k)
    -- a vanishing Frobenius norm forces every entry to vanish
    have hz : trace ((L k * ρ - ρ * L k)ᴴ * (L k * ρ - ρ * L k)) = 0 := by
      rw [trace_conjTranspose_mul_self_eq, hk, Complex.ofReal_zero]
    exact sub_eq_zero.mp (Matrix.trace_conjTranspose_mul_self_eq_zero_iff.mp hz)
  · intro h k _
    simp [frobeniusSq, h k]
```

## (e) A matrix between two copies of |ψ⟩⟨ψ|

**Task.** For P = |ψ⟩⟨ψ| and any matrix A, show that

PAP = tr(PA) P.

**Solution.** With k and l running over basis states,

(PAP)_ij = Σ_k Σ_l ψ_i ψ_l* A_lk ψ_k ψ_j* = (Σ_k Σ_l ψ_k ψ_l* A_lk) ψ_i ψ_j*.

The bracket is tr(PA), and the remaining factor is P_ij. Lean unfolds both sides into these double sums and compares them term by term with `ring`. Normalisation of ψ is not used.

```lean
/-- Sandwiching `A` between two copies of `P = |ψ⟩⟨ψ|` gives `tr(P A) P`. -/
theorem pureState_sandwich (ψ : n → ℂ) (A : Matrix n n ℂ) :
    pureState ψ * A * pureState ψ = trace (pureState ψ * A) • pureState ψ := by
  ext i j
  simp only [pureState, Matrix.trace, Matrix.diag_apply, Matrix.mul_apply,
    Matrix.vecMulVec_apply, Matrix.smul_apply, smul_eq_mul, Finset.sum_mul]
  exact Finset.sum_congr rfl fun k _ => Finset.sum_congr rfl fun l _ => by ring
```

## (f) The rate for a pure state

**Task.** For normalised ψ and Hermitian L_k, show that

2 tr(PG(P)) = −2 Σ_k Var(L_k).

**Solution.** Normalisation gives tr P = 1, and (e) with A = 1 then gives P² = P. Part (e) with A = L_k gives PL_kPL_k = tr(PL_k) PL_k. Inserting both into (b),

‖[L_k,P]‖² = 2 tr(PL_k²) − 2 tr(PL_k)² = 2 Var(L_k),

and (c) gives the sum.

The hypothesis `star ψ ⬝ᵥ ψ = 1` is ⟨ψ|ψ⟩ = 1. The facts `ht` and `hPP` are the two properties of P, and `hV` is the displayed equation. Within it, `hz` shows that the expectation value is real, so that taking real parts loses nothing.

For a finite-dimensional system with Hermitian jump operators, this is the initial rate at which a pure quantum state becomes mixed: an eigenstate of every L_k starts with zero loss, and a state with a large spread in the L_k loses purity fast.

```lean
/-- For a normalised state vector `ψ` and Hermitian `L_k`, the purity rate at `|ψ⟩⟨ψ|` is
minus twice the sum of the variances of the `L_k`. -/
theorem purity_rate_pureState (H : Matrix n n ℂ) {L : κ → Matrix n n ℂ} {ψ : n → ℂ}
    (hψ : star ψ ⬝ᵥ ψ = 1) (hL : ∀ k, (L k).IsHermitian) :
    2 * trace (pureState ψ * generator H L (pureState ψ)) =
      ((-2 * ∑ k, variance (pureState ψ) (L k) : ℝ) : ℂ) := by
  classical
  have hP : (pureState ψ).IsHermitian := by
    ext i j
    simp [pureState, Matrix.vecMulVec_apply, mul_comm]
  have ht : trace (pureState ψ) = 1 := by
    rw [← hψ]
    simp only [pureState, Matrix.trace, Matrix.diag_apply, Matrix.vecMulVec_apply, dotProduct]
    exact Finset.sum_congr rfl fun i _ => mul_comm _ _
  have hPP : pureState ψ * pureState ψ = pureState ψ := by
    simpa only [mul_one, ht, one_smul] using pureState_sandwich ψ 1
  have hV : ∀ k, frobeniusSq (L k * pureState ψ - pureState ψ * L k) =
      2 * variance (pureState ψ) (L k) := by
    intro k
    -- the expectation value of a Hermitian matrix is real
    have hz : (trace (pureState ψ * L k)).im = 0 := by
      apply Complex.conj_eq_iff_im.mp
      change star (trace (pureState ψ * L k)) = _
      rw [← Matrix.trace_conjTranspose, Matrix.conjTranspose_mul, hP.eq, (hL k).eq,
        Matrix.trace_mul_comm]
    have h := frobeniusSq_commutator hP (hL k)
    rw [hPP, pureState_sandwich, Matrix.smul_mul, Matrix.trace_smul, smul_eq_mul] at h
    have hre := congrArg Complex.re h
    simp only [Complex.ofReal_re, Complex.sub_re, Complex.mul_re, Complex.re_ofNat,
      Complex.im_ofNat, hz, mul_zero, zero_mul, sub_zero] at hre
    unfold variance
    linear_combination hre
  rw [purity_rate H hP hL, Finset.sum_congr rfl fun k _ => hV k, ← Finset.mul_sum]
  push_cast
  ring
```

**A qubit in numbers.** Take H = 0, one jump operator L = σ_z = diag(1, −1), and ψ = (3/5, 4/5). Then P has diagonal entries 9/25 and 16/25, and both off-diagonal entries are 12/25.

- Directly: G(P) = σ_z P σ_z − P has zero diagonal and off-diagonal entries −24/25, so 2 tr(PG(P)) = 2 · 2 · (12/25)(−24/25) = −1152/625.
- From the commutator: [L,P] has off-diagonal entries 24/25 and −24/25, so ‖[L,P]‖² = 2 · 576/625 = 1152/625.
- From the variance: ⟨σ_z⟩ = −7/25 and σ_z² = 1, so Var(L) = 1 − 49/625 = 576/625, and twice this is 1152/625.

The purity therefore starts at 1 with slope −1.8432. For L = √γ σ_z with a rate γ, the slope is −1.8432 γ.

## (g) The time derivative of the purity

**Task.** Let ρ(t) obey the master equation at time t, with ρ(t) and all L_k Hermitian. Show that

d/dt tr ρ(t)² = −Σ_k ‖[L_k,ρ(t)]‖².

**Solution.** The product rule and cyclicity give

d/dt tr ρ² = tr(G(ρ)ρ) + tr(ρG(ρ)) = 2 tr(ρG(ρ)),

and (c) evaluates the right-hand side.

In Lean the master equation is the hypothesis `h`: each entry of ρ is differentiable at t, and its derivative is the matching entry of G(ρ(t)). The proof differentiates the double sum for the trace, applies `purity_rate`, and takes the real part through `Complex.reCLM`.

```lean
/-- If `ρ(t)` obeys the master equation at time `t`, with `ρ(t)` and all `L_k` Hermitian, the time
derivative of the purity is minus the summed squared Frobenius norms of `[L_k,ρ(t)]`. -/
theorem hasDerivAt_purity (H : Matrix n n ℂ) {L : κ → Matrix n n ℂ} {ρ : ℝ → Matrix n n ℂ}
    {t : ℝ} (hρ : (ρ t).IsHermitian) (hL : ∀ k, (L k).IsHermitian)
    (h : ∀ i j, HasDerivAt (fun s => ρ s i j) (generator H L (ρ t) i j) t) :
    HasDerivAt (fun s => purity (ρ s))
      (-∑ k, frobeniusSq (L k * ρ t - ρ t * L k)) t := by
  have hc : HasDerivAt (fun s => trace (ρ s * ρ s))
      (trace (generator H L (ρ t) * ρ t) + trace (ρ t * generator H L (ρ t))) t := by
    simp only [Matrix.trace, Matrix.diag_apply, Matrix.mul_apply, ← Finset.sum_add_distrib]
    exact HasDerivAt.fun_sum fun i _ => HasDerivAt.fun_sum fun j _ => (h i j).fun_mul (h j i)
  rw [Matrix.trace_mul_comm (generator H L (ρ t)), ← two_mul, purity_rate H hρ hL] at hc
  have hre := Complex.reCLM.hasFDerivAt.comp_hasDerivAt t hc
  exact hre.congr_deriv (by simp)
```

## (h) Purity along a whole solution

**Task.** Let ρ be Hermitian and obey the master equation at all times, with Hermitian L_k. Show that

tr ρ(t)² ≤ tr ρ(s)² whenever s ≤ t.

**Solution.** By (g) the derivative is minus a sum of squares, hence never positive. The mean value theorem then gives the inequality. Lean's `Antitone` is this inequality, and `antitone_of_deriv_nonpos` is the step from derivative to function.

The solution is assumed to be given for every real t. The exact solution that starts from a density matrix at t = 0 is still covered: the equation is linear with constant coefficients, so its solution extends to negative times, and for Hermitian H it stays Hermitian there. It may have negative eigenvalues at those times, but the theorem does not assume positivity. A numerical propagation is not an exact solution, and the error of a finite time step can make the computed purity rise. That a real device follows this master equation, with memoryless noise and Hermitian jump operators, is a physical assumption to be justified separately. Spontaneous emission, whose jump operator is not Hermitian, behaves differently: it can take a mixed qubit to its pure ground state and so raise the purity.

```lean
/-- Along a Hermitian solution of the master equation with Hermitian `L_k`, the purity never
increases in time. -/
theorem purity_antitone (H : Matrix n n ℂ) {L : κ → Matrix n n ℂ} {ρ : ℝ → Matrix n n ℂ}
    (hρ : ∀ t, (ρ t).IsHermitian) (hL : ∀ k, (L k).IsHermitian)
    (h : ∀ t i j, HasDerivAt (fun s => ρ s i j) (generator H L (ρ t) i j) t) :
    Antitone fun t => purity (ρ t) := by
  have hd := fun t => hasDerivAt_purity H (hρ t) hL (h t)
  refine antitone_of_deriv_nonpos (fun t => (hd t).differentiableAt) fun t => ?_
  rw [(hd t).deriv, neg_nonpos]
  unfold frobeniusSq
  positivity

end

end PurityDecay
```

```lean
#print axioms PurityDecay.purity_rate_eq_zero_iff
#print axioms PurityDecay.purity_rate_pureState
#print axioms PurityDecay.purity_antitone
```

```
'PurityDecay.purity_rate_eq_zero_iff' depends on axioms: [propext, Classical.choice, Quot.sound]
'PurityDecay.purity_rate_pureState' depends on axioms: [propext, Classical.choice, Quot.sound]
'PurityDecay.purity_antitone' depends on axioms: [propext, Classical.choice, Quot.sound]
```
